# The half-filled Hubbard atom with repulsive $U$ has a single heat-capacity maximum in temperature

Consider one lattice site that can hold an electron of each spin, with a repulsion $U>0$ between the two. The site exchanges electrons with a reservoir whose chemical potential, measured from the energy of a single electron on the site, is $U/2$. This keeps the site half filled, with one electron on average, at every temperature. In the limit of zero temperature it holds exactly one electron, whose spin is free. Heating it brings in the empty and the doubly occupied states, until at high temperature all four states are equally likely. The heat capacity vanishes in both limits and is positive in between, so it has a maximum somewhere. Does it have only one, and at what temperature?

Let $T$ be the temperature in units with $k_B=1$, let $\beta=1/T$, and set $x=\beta U/2=U/(2T)$. The heat capacity is

$$C=S(x),\qquad S(x)=\frac{x^2e^x}{(1+e^x)^2},$$

and it has exactly one global maximum over $T>0$, at the temperature where $x$ is the unique positive solution $x_0$ of

$$x\tanh(x/2)=2 .$$

This root lies between $2.3$ and $2.5$, so the peak temperature $T_0=U/(2x_0)$ satisfies $U/5<T_0<5U/23$. For a Hubbard model with the hopping switched off, treated in the grand-canonical ensemble at this chemical potential, every site contributes this heat capacity independently, which gives an exact reference value for an impurity solver run at half filling and zero hybridisation.

## From four levels to one peak

With occupations $n_\uparrow,n_\downarrow\in\{0,1\}$ and chemical potential $\mu=U/2$, the grand-canonical energy is $Un_\uparrow n_\downarrow-\frac U2(n_\uparrow+n_\downarrow)$. The empty state has energy $0$, each singly occupied state $-U/2$, and the doubly occupied state $U-U=0$. The partition function is therefore $2+2e^x$, and the mean energy is

$$E=\frac{2\,(-U/2)\,e^x}{2+2e^x}=-\frac U2\,\frac{e^x}{1+e^x}.$$

Since $\frac{d}{dx}\frac{e^x}{1+e^x}=\frac{e^x}{(1+e^x)^2}$ and $\frac{dx}{dT}=-\frac{U}{2T^2}$, the chain rule gives

$$C=\frac{dE}{dT}=\frac{U^2}{4T^2}\,\frac{e^x}{(1+e^x)^2}=S(x).$$

The mean occupation is one at every temperature, because the empty and doubly occupied states have equal weight. The term $-\mu N$ thus shifts the mean energy by a constant and does not affect $C$.

To locate the maximum, differentiate $S$ by the quotient rule and take out the common factor:

$$S'(x)=\frac{xe^x}{(1+e^x)^2}\left(2+x-\frac{2xe^x}{1+e^x}\right)
=\frac{xe^x}{(1+e^x)^2}\left(2-x\,\frac{e^x-1}{1+e^x}\right).$$

Multiplying the numerator and denominator of $\tanh(x/2)$ by $e^{x/2}$ shows that the last fraction is $\tanh(x/2)$. For $x>0$ the sign of $S'$ is therefore the sign of $2-g(x)$, where $g(x)=x\tanh(x/2)$.

The function $g$ is strictly increasing on $x\ge0$. Indeed, write $t(x)=\tanh(x/2)=1-2/(1+e^x)$, which is strictly increasing and non-negative there. For $0\le x<y$,

$$g(y)-g(x)=(y-x)\,t(y)+x\,\bigl(t(y)-t(x)\bigr)>0 .$$

It remains to show that $g$ reaches the value $2$. Clearing denominators, $g(2.3)<2$ means $0.3\,e^{2.3}<4.3$, for which $e^{2.3}<14$ is enough. This holds because $e^{-0.3}\ge0.7$ gives $e^{2.3}\le e^2/0.7<11$. Likewise $g(2.5)>2$ means $e^{2.5}>9$, and $e^{2.5}=e^2e^{1/2}>7\cdot1.5=10.5$. By continuity there is a root $x_0$ in between, and by monotonicity it is the only positive one. So $S$ rises strictly on $[0,x_0]$ and falls strictly on $[x_0,\infty)$. Since $T\mapsto U/(2T)$ maps the positive temperatures one to one onto the positive $x$, the single peak in $x$ is a single peak in $T$.

The two ends of the curve can be read off from $S$. At high temperature $x\to0$ and $C\approx x^2/4=U^2/(16T^2)$; at low temperature $C\approx x^2e^{-x}$, the activated form for a gap $U/2$.

## The atom and its thermodynamics in Lean

```lean
import Mathlib

open Real

namespace HubbardAtomSchottky

noncomputable section
```

An occupation state is a pair `s : Fin 2 × Fin 2`, with `s.1` for $n_\uparrow$ and `s.2` for $n_\downarrow$. The energy function fixes the site energy at zero and the chemical potential at $U/2$.

```lean
/-- Grand-canonical energy `U n↑ n↓ - (U/2)(n↑ + n↓)` of an occupation state `(n↑, n↓)` of the
Hubbard atom at half filling, where the chemical potential is `U/2`. -/
def level (U : ℝ) (s : Fin 2 × Fin 2) : ℝ :=
  U * ((s.1 : ℕ) : ℝ) * ((s.2 : ℕ) : ℝ) - U / 2 * (((s.1 : ℕ) : ℝ) + ((s.2 : ℕ) : ℝ))
```

The model starts from these four energies, not from a Hamiltonian operator on Fock space; for an isolated site that operator is already diagonal in the occupation basis. Hopping, hybridisation with a bath, a magnetic field and doping away from half filling are all absent.

The mean energy is the Boltzmann average over all four states.

```lean
/-- Boltzmann average of the energy over the four states at inverse temperature `β`. -/
def meanEnergy (U β : ℝ) : ℝ :=
  (∑ s, level U s * exp (-β * level U s)) / ∑ s, exp (-β * level U s)
```

The heat capacity is defined as a temperature derivative, with $U$ and $\mu=U/2$ held fixed, so the Schottky formula must be derived.

```lean
/-- Heat capacity: the derivative of the mean energy with respect to the temperature `T > 0`,
in units with `k_B = 1`. -/
def heatCapacity (U T : ℝ) : ℝ := deriv (fun τ => meanEnergy U (1 / τ)) T
```

The function $S$ gets its own definition, for a real argument of either sign.

```lean
/-- The Schottky function `x² eˣ / (1 + eˣ)²`. -/
def schottky (x : ℝ) : ℝ := x ^ 2 * exp x / (1 + exp x) ^ 2
```

## Deriving the Schottky formula

The first theorem is the sum over states. The facts `e00` to `e11` evaluate the four levels, `h0` and `h1` their Boltzmann factors, and the final steps cancel the common factor 2.

```lean
/-- The mean energy equals `-(U/2) eˣ / (1 + eˣ)` with `x = βU/2`. -/
theorem meanEnergy_eq (U β : ℝ) :
    meanEnergy U β = -(U / 2) * (exp (β * U / 2) / (1 + exp (β * U / 2))) := by
  have e00 : level U (0, 0) = 0 := by simp [level]
  have e01 : level U (0, 1) = -(U / 2) := by simp [level]
  have e10 : level U (1, 0) = -(U / 2) := by simp [level]
  have e11 : level U (1, 1) = 0 := by
    simp [level]
    ring
  have h0 : exp (-β * 0) = 1 := by simp
  have h1 : exp (-β * -(U / 2)) = exp (β * U / 2) := by
    congr 1
    ring
  simp only [meanEnergy, Fintype.sum_prod_type, Fin.sum_univ_two, e00, e01, e10, e11, h0, h1]
  rw [← mul_div_assoc, div_eq_div_iff (by positivity) (by positivity)]
  ring
```

The next theorem differentiates this closed form. In its proof, `h1` is the chain rule for $e^{U/(2\tau)}$ and `h2` the quotient rule for the mean energy. The algebra that turns the result into $S(U/(2T))$ is done by `field_simp` and `ring`, with the exponential replaced by a positive symbol `e`. Lean's `deriv` returns zero where a function has no derivative, but `h3` proves that the derivative exists at every $T>0$. The formula holds for every real $U$.

```lean
/-- At every temperature `T > 0` the heat capacity of the half-filled Hubbard atom is the
Schottky function of `x = U/(2T)`. -/
theorem heatCapacity_eq (U : ℝ) {T : ℝ} (hT : 0 < T) :
    heatCapacity U T = schottky (U / (2 * T)) := by
  have hfun : (fun τ => meanEnergy U (1 / τ)) =
      fun τ => -(U / 2) * (exp (U / 2 * τ⁻¹) / (1 + exp (U / 2 * τ⁻¹))) := by
    funext τ
    rw [meanEnergy_eq, show 1 / τ * U / 2 = U / 2 * τ⁻¹ by ring]
  have h1 := ((hasDerivAt_inv hT.ne').const_mul (U / 2)).exp
  have h2 := (h1.fun_div (h1.const_add 1) (by positivity)).const_mul (-(U / 2))
  have h3 : HasDerivAt (fun τ => meanEnergy U (1 / τ)) (schottky (U / (2 * T))) T := by
    rw [hfun]
    refine h2.congr_deriv ?_
    rw [schottky, show U / (2 * T) = U / 2 * T⁻¹ by ring]
    have he : 0 < exp (U / 2 * T⁻¹) := exp_pos _
    generalize exp (U / 2 * T⁻¹) = e at he ⊢
    field_simp
    ring
  exact h3.deriv
```

## The peak equation and its root

The identity for $\tanh(x/2)$ follows from the definitions of $\sinh$ and $\cosh$, together with $e^{x/2}e^{-x/2}=1$.

```lean
/-- The hyperbolic tangent of `x/2` in terms of `eˣ`. -/
theorem tanh_half (x : ℝ) : tanh (x / 2) = (exp x - 1) / (1 + exp x) := by
  have h : exp x = exp (x / 2) ^ 2 := by
    rw [pow_two, ← Real.exp_add]
    congr 1
    ring
  have hy : exp (x / 2) * (exp (x / 2))⁻¹ = 1 := mul_inv_cancel₀ (exp_pos _).ne'
  rw [Real.tanh_eq_sinh_div_cosh, Real.sinh_eq, Real.cosh_eq, h, Real.exp_neg,
    div_eq_div_iff (by positivity) (by positivity)]
  linear_combination (-exp (x / 2)) * hy
```

`StrictMonoOn … (Set.Ici 0)` says that $g$ is strictly increasing on $[0,\infty)$. The two products supplied to the last `nlinarith` are the two terms of $g(y)-g(x)$ above.

```lean
/-- The function `x tanh(x/2)` is strictly increasing for `x ≥ 0`. -/
theorem peakFunction_strictMono :
    StrictMonoOn (fun x : ℝ => x * tanh (x / 2)) (Set.Ici 0) := by
  intro x hx y _ hxy
  have hx' : 0 ≤ x := hx
  have hlt : exp x < exp y := Real.exp_lt_exp.2 hxy
  have h0 : 0 ≤ tanh (x / 2) := by
    rw [tanh_half]
    exact div_nonneg (by linarith [Real.add_one_le_exp x]) (by positivity)
  have h1 : tanh (x / 2) < tanh (y / 2) := by
    rw [tanh_half, tanh_half, div_lt_div_iff₀ (by positivity) (by positivity)]
    nlinarith
  change x * tanh (x / 2) < y * tanh (y / 2)
  nlinarith [mul_pos (sub_pos.2 hxy) (lt_of_le_of_lt h0 h1),
    mul_nonneg hx' (sub_nonneg.2 h1.le)]
```

For the existence of a root, `ha` and `hb` are the bounds $e^{2.3}<14$ and $e^{2.5}>9$. Both come from $1+y\le e^y$ and Mathlib's decimal bounds on $e$. They give `hfa` and `hfb`, the values of $g$ on either side of $2$, and the intermediate value theorem does the rest.

```lean
/-- The peak equation `x tanh(x/2) = 2` has a solution between 2.3 and 2.5. -/
theorem exists_peak : ∃ x : ℝ, 23 / 10 < x ∧ x < 5 / 2 ∧ x * tanh (x / 2) = 2 := by
  have hc : Continuous (fun x : ℝ => x * ((exp x - 1) / (1 + exp x))) :=
    continuous_id.mul (Continuous.div (by fun_prop) (by fun_prop) (fun x => by positivity))
  have hl := Real.exp_one_gt_d9
  have hu := Real.exp_one_lt_d9
  -- elementary bounds on the exponential at the two end points
  have ha : exp (23 / 10) < 14 := by
    have h : exp (23 / 10) * exp (-(3 / 10)) = exp 1 * exp 1 := by
      rw [← Real.exp_add, ← Real.exp_add]
      norm_num
    have h' := Real.add_one_le_exp (-(3 / 10) : ℝ)
    nlinarith [exp_pos (23 / 10 : ℝ), exp_pos (1 : ℝ)]
  have hb : 9 < exp (5 / 2) := by
    have h : exp (5 / 2) = exp 1 * exp 1 * exp (1 / 2) := by
      rw [← Real.exp_add, ← Real.exp_add]
      norm_num
    have h' := Real.add_one_le_exp (1 / 2 : ℝ)
    have h2 : 7 < exp 1 * exp 1 := by nlinarith
    rw [h]
    nlinarith
  have hfa : (23 / 10 : ℝ) * ((exp (23 / 10) - 1) / (1 + exp (23 / 10))) < 2 := by
    rw [← mul_div_assoc, div_lt_iff₀ (by positivity)]
    linarith
  have hfb : 2 < (5 / 2 : ℝ) * ((exp (5 / 2) - 1) / (1 + exp (5 / 2))) := by
    rw [← mul_div_assoc, lt_div_iff₀ (by positivity)]
    linarith
  obtain ⟨x, hx, hx2⟩ := intermediate_value_Ioo (by norm_num : (23 / 10 : ℝ) ≤ 5 / 2)
    hc.continuousOn ⟨hfa, hfb⟩
  exact ⟨x, hx.1, hx.2, by rw [tanh_half]; exact hx2⟩
```

## Rising below the root, falling above it

The derivative of $S$ is stated in the factored form that displays its sign.

```lean
/-- The slope of the Schottky function is a prefactor times `2 - x tanh(x/2)`. -/
theorem hasDerivAt_schottky (x : ℝ) :
    HasDerivAt schottky (x * exp x / (1 + exp x) ^ 2 * (2 - x * tanh (x / 2))) x := by
  have h1 : HasDerivAt (fun y : ℝ => y ^ 2) (2 * x) x := by
    simpa using hasDerivAt_pow 2 x
  have h2 : HasDerivAt (fun y : ℝ => (1 + exp y) ^ 2) (2 * (1 + exp x) * exp x) x := by
    simpa using ((Real.hasDerivAt_exp x).const_add 1).fun_pow 2
  refine ((h1.fun_mul (Real.hasDerivAt_exp x)).fun_div h2 (by positivity)).congr_deriv ?_
  rw [tanh_half]
  field_simp
  ring
```

The comparison theorem takes any positive solution `x₀` of the peak equation and any other positive `x`, and concludes that $S(x)<S(x_0)$. Its proof treats the two sides separately. For $0<y<x_0$, monotonicity gives $g(y)<g(x_0)=2$, so the derivative is positive; for $y>x_0$ the inequality and the sign are reversed. Continuity extends strict monotonicity from these open intervals to the endpoint $x_0$.

```lean
/-- At a positive solution of the peak equation the Schottky function is strictly larger than at
any other positive argument. -/
theorem schottky_lt_peak {x₀ x : ℝ} (h₀ : 0 < x₀) (hpeak : x₀ * tanh (x₀ / 2) = 2)
    (hx : 0 < x) (hne : x ≠ x₀) : schottky x < schottky x₀ := by
  have hc : Continuous schottky :=
    continuous_iff_continuousAt.2 fun y => (hasDerivAt_schottky y).continuousAt
  rcases lt_or_gt_of_ne hne with h | h
  · -- below the root the function rises
    have hm : StrictMonoOn schottky (Set.Icc 0 x₀) := by
      refine strictMonoOn_of_deriv_pos (convex_Icc 0 x₀) hc.continuousOn fun y hy => ?_
      rw [interior_Icc] at hy
      have hy0 : 0 < y := hy.1
      have hlt : y * tanh (y / 2) < x₀ * tanh (x₀ / 2) :=
        peakFunction_strictMono hy0.le h₀.le hy.2
      rw [(hasDerivAt_schottky y).deriv]
      exact mul_pos (by positivity) (by linarith)
    exact hm ⟨hx.le, h.le⟩ ⟨h₀.le, le_refl _⟩ h
  · -- above the root it falls
    have hm : StrictAntiOn schottky (Set.Ici x₀) := by
      refine strictAntiOn_of_deriv_neg (convex_Ici x₀) hc.continuousOn fun y hy => ?_
      rw [interior_Ici] at hy
      have hy1 : x₀ < y := hy
      have hy0 : 0 < y := h₀.trans hy1
      have hlt : x₀ * tanh (x₀ / 2) < y * tanh (y / 2) :=
        peakFunction_strictMono h₀.le hy0.le hy1
      rw [(hasDerivAt_schottky y).deriv]
      exact mul_neg_of_pos_of_neg (by positivity) (by linarith)
    exact hm (le_refl x₀) h.le h
```

It follows that the peak equation characterises the maximizers among positive arguments. If $x$ is a maximizer different from the root $x_0$, then $S(x)<S(x_0)$ contradicts its maximality. Conversely, a solution beats every other positive argument.

```lean
/-- A positive `x` maximizes the Schottky function over all positive arguments if and only if
`x tanh(x/2) = 2`. -/
theorem schottky_max_iff {x : ℝ} (hx : 0 < x) :
    (∀ y, 0 < y → schottky y ≤ schottky x) ↔ x * tanh (x / 2) = 2 := by
  constructor
  · intro h
    obtain ⟨x₀, hl, _, hp⟩ := exists_peak
    have h₀ : 0 < x₀ := by linarith
    by_cases he : x = x₀
    · rw [he]
      exact hp
    · exact absurd (schottky_lt_peak h₀ hp hx he) (not_lt_of_ge (h x₀ h₀))
  · intro hp y hy
    by_cases he : y = x
    · rw [he]
    · exact (schottky_lt_peak hx hp hy he).le
```

## The peak as a function of temperature

The last theorem returns to the physical variable. For $U>0$ it provides a temperature `T₀` with three properties: it lies strictly between $U/5$ and $5U/23$; a positive $T$ solves $\frac{U}{2T}\tanh\frac{U}{4T}=2$ exactly when $T=T_0$; and every other positive temperature has a strictly smaller heat capacity. In the proof, `key` is the correspondence between $T$ and $x$, the bounds on $T_0$ come from those on $x_0$, and uniqueness comes from the injectivity of $g$ on $[0,\infty)$.

```lean
/-- For `U > 0` the heat capacity of the half-filled Hubbard atom has a single global maximum in
temperature `T > 0`, at a `T₀` between `U/5` and `5U/23` that is the only positive solution of
`(U/2T) tanh(U/4T) = 2`. -/
theorem schottky_peak {U : ℝ} (hU : 0 < U) :
    ∃ T₀ : ℝ, U / 5 < T₀ ∧ T₀ < 5 * U / 23 ∧
      (∀ T, 0 < T → (U / (2 * T) * tanh (U / (4 * T)) = 2 ↔ T = T₀)) ∧
      ∀ T, 0 < T → T ≠ T₀ → heatCapacity U T < heatCapacity U T₀ := by
  obtain ⟨x₀, hl, hu, hp⟩ := exists_peak
  have h₀ : 0 < x₀ := by linarith
  have hT₀ : 0 < U / (2 * x₀) := by positivity
  -- temperatures and the variable x = U/(2T) correspond one to one
  have key : ∀ T, 0 < T → (U / (2 * T) = x₀ ↔ T = U / (2 * x₀)) := by
    intro T hT
    rw [div_eq_iff (by positivity), eq_div_iff (by positivity)]
    constructor <;> intro h <;> linarith
  refine ⟨U / (2 * x₀), ?_, ?_, ?_, ?_⟩
  · rw [lt_div_iff₀ (by positivity)]
    nlinarith
  · rw [div_lt_iff₀ (by positivity)]
    nlinarith
  · intro T hT
    have hx : 0 < U / (2 * T) := by positivity
    rw [← key T hT, show U / (4 * T) = U / (2 * T) / 2 by ring]
    constructor
    · intro h
      exact peakFunction_strictMono.injOn hx.le h₀.le (h.trans hp.symm)
    · intro h
      rw [h]
      exact hp
  · intro T hT hne
    rw [heatCapacity_eq U hT, heatCapacity_eq U hT₀, (key _ hT₀).2 rfl]
    exact schottky_lt_peak h₀ hp (by positivity) fun h => hne ((key T hT).1 h)

end

end HubbardAtomSchottky
```

```lean
#print axioms HubbardAtomSchottky.heatCapacity_eq
-- 'HubbardAtomSchottky.heatCapacity_eq' depends on axioms: [propext, Classical.choice, Quot.sound]
#print axioms HubbardAtomSchottky.schottky_max_iff
-- 'HubbardAtomSchottky.schottky_max_iff' depends on axioms: [propext, Classical.choice, Quot.sound]
#print axioms HubbardAtomSchottky.schottky_peak
-- 'HubbardAtomSchottky.schottky_peak' depends on axioms: [propext, Classical.choice, Quot.sound]
```

The hypothesis $U>0$ matters already at $U=0$. All four levels then have energy zero, the heat capacity is zero at every temperature, and no temperature beats the others; the peak equation becomes $0=2$. For attractive $U<0$ a single peak does survive, since $S(-x)=S(x)$ makes the heat capacity depend only on $|U|$. The bounds on $T_0$ must then be written with $|U|$.
